# One separable projector that moves levels to prescribed energies interlaced with them

Let $e_1<m_1<e_2<m_2<\dots<e_n<m_n$ be real energies. Then the numbers

$$s_i=\frac{\prod_{j}(m_j-e_i)}{\prod_{j\neq i}(e_j-e_i)}$$

are all positive, and for every real vector $v$ with $v_i^2=s_i$ the matrix $\mathrm{diag}(e)+vv^{T}$ has characteristic polynomial $\prod_j (X-m_j)$. Its eigenvalues are therefore exactly the $m_j$, each of them simple.

The physical problem is one of pseudopotential design. A reference Hamiltonian gives levels $e_i$ in some angular-momentum channel, the wanted levels are $m_i$, and the correction is to be a single separable term $|\beta\rangle g\langle\beta|$. In the basis of real, orthonormal reference states $\varphi_i$, the projector has components $v_i=\langle\varphi_i|\beta\rangle$.

The result concerns one particle and $n$ reference states. A projector confined to the core region generally overlaps with the omitted states too, and their effect is the step from this model to a full radial Hamiltonian that the hypotheses leave open.

```lean
import Mathlib

open Polynomial Matrix

namespace InverseProjectorDesign

noncomputable section

variable {n : ℕ}
```

## Levels, strengths and Hamiltonian

Both spectra are functions from `Fin n` to the reals. Lean counts their entries from 0, while the text and the comments in the code count from 1. `Interlaced a b` says that $a_i<b_i$ for every $i$, and that $b_i<a_j$ whenever $i<j$.

```lean
/-- The levels `a` and `b` alternate, starting with `a`: `a₁ < b₁ < a₂ < b₂ < ...`. -/
def Interlaced (a b : Fin n → ℝ) : Prop :=
  (∀ i, a i < b i) ∧ ∀ i j, i < j → b i < a j
```

The strength $s_i$ is the quotient above; `Finset.univ.erase i` is the set of all indices except $i$.

```lean
/-- Signed strength assigned to level `i` for moving the levels `e` to the targets `m`; the formula
is meant for pairwise distinct `e`. -/
def strength (e m : Fin n → ℝ) (i : Fin n) : ℝ :=
  (∏ j, (m j - e i)) / ∏ j ∈ Finset.univ.erase i, (e j - e i)
```

The Hamiltonian is $H=\mathrm{diag}(e)+g\,vv^{T}$, with a real coupling $g$ that is positive for a repulsive term and negative for an attractive one. The word "projector" is used as in pseudopotential theory: $v$ need not have unit length, so $vv^{T}$ need not be idempotent. For $g=\pm1$ the $v_i^2$ are energies.

```lean
/-- Hamiltonian with reference levels `e` and one separable projector `v` of coupling `g`. -/
def hamiltonian (g : ℝ) (e v : Fin n → ℝ) : Matrix (Fin n) (Fin n) ℝ :=
  diagonal e + g • vecMulVec v v
```

Taking the factor $j=i$ out of the numerator leaves one ratio for each other level:

$$s_i=(m_i-e_i)\prod_{j\ne i}\frac{m_j-e_i}{e_j-e_i}.$$

The signs will be read off from this form.

```lean
/-- The strength is the shift `m i - e i` times one ratio of signed level differences for every
other level. -/
theorem strength_factor (e m : Fin n → ℝ) (i : Fin n) :
    strength e m i =
      (m i - e i) * ∏ j ∈ Finset.univ.erase i, ((m j - e i) / (e j - e i)) := by
  unfold strength
  rw [← Finset.mul_prod_erase Finset.univ (fun j => m j - e i) (Finset.mem_univ i),
    mul_div_assoc, Finset.prod_div_distrib]
```

## Interpolation at the reference levels

Two monic polynomials of degree $n$ have a difference of degree below $n$. If they agree at $n$ distinct energies, the difference has $n$ zeros and must vanish.

```lean
/-- Two monic real polynomials of degree `n` that agree at `n` distinct energies are equal. -/
theorem monic_eq_of_eval {x : Fin n → ℝ} (hx : Function.Injective x) {p q : ℝ[X]}
    (hp : p.Monic) (hq : q.Monic) (dp : p.natDegree = n) (dq : q.natDegree = n)
    (h : ∀ i, p.eval (x i) = q.eval (x i)) : p = q := by
  refine Polynomial.eq_of_degree_sub_lt_of_eval_index_eq (s := Finset.univ) (v := x)
    hx.injOn ?_ (fun i _ => h i)
  have hd : p.degree = q.degree := by
    rw [degree_eq_natDegree hp.ne_zero, degree_eq_natDegree hq.ne_zero, dp, dq]
  have hlt := Polynomial.degree_sub_lt_left hd hp.ne_zero (by rw [hp.leadingCoeff, hq.leadingCoeff])
  rw [degree_eq_natDegree hp.ne_zero, dp] at hlt
  rwa [Finset.card_univ, Fintype.card_fin]
```

This will be applied to products of linear factors, whose leading coefficient is 1 and whose degree is the number of factors.

```lean
/-- A product of linear factors is monic, and its degree is the number of factors. -/
theorem monic_levels (s : Finset (Fin n)) (a : Fin n → ℝ) :
    (∏ j ∈ s, (X - C (a j))).Monic ∧ (∏ j ∈ s, (X - C (a j))).natDegree = s.card := by
  refine ⟨monic_prod_of_monic _ _ (fun j _ => monic_X_sub_C _), ?_⟩
  rw [natDegree_prod_of_monic _ _ (fun j _ => monic_X_sub_C _)]
  simp
```

For distinct $e_i$ and any $m$,

$$\prod_j (X-e_j)-\prod_j (X-m_j)=\sum_i s_i\prod_{j\neq i}(X-e_j).$$

Both sides have degree below $n$, so it is enough to compare them at each $X=e_i$. On the left the first product vanishes and $-\prod_j(e_i-m_j)$ remains. On the right only term $i$ survives, and

$$s_i\prod_{j\ne i}(e_i-e_j)=(m_i-e_i)\prod_{j\neq i}(e_i-m_j)=-\prod_j(e_i-m_j).$$

The first two bullets of the proof bound the degrees. The third makes the comparison, with `Finset.sum_eq_single` isolating the surviving term.

```lean
/-- For distinct reference levels, the polynomials with roots `e` and with roots `m` differ by
the sum over levels of the strength times the polynomial with that level removed. -/
theorem level_polynomial_sub {e : Fin n → ℝ} (he : Function.Injective e) (m : Fin n → ℝ) :
    ∏ j, (X - C (e j)) - ∏ j, (X - C (m j)) =
      ∑ i, strength e m i • ∏ j ∈ Finset.univ.erase i, (X - C (e j)) := by
  have hcard : (Finset.univ : Finset (Fin n)).card = n := by simp
  obtain ⟨pe, de⟩ := monic_levels Finset.univ e
  obtain ⟨pm, dm⟩ := monic_levels Finset.univ m
  -- both sides have degree below `n`, so it suffices to compare them at the levels `e i`
  refine Polynomial.eq_of_degrees_lt_of_eval_index_eq (s := Finset.univ) (v := e)
    he.injOn ?_ ?_ ?_
  · have hd : (∏ j, (X - C (e j))).degree = (∏ j, (X - C (m j))).degree := by
      rw [degree_eq_natDegree pe.ne_zero, degree_eq_natDegree pm.ne_zero, de, dm]
    have hlt := Polynomial.degree_sub_lt_left hd pe.ne_zero (by rw [pe.leadingCoeff, pm.leadingCoeff])
    rwa [degree_eq_natDegree pe.ne_zero, de] at hlt
  · rw [← Polynomial.mem_degreeLT]
    refine Submodule.sum_mem _ (fun i _ => Submodule.smul_mem _ _ ?_)
    obtain ⟨pi, di⟩ := monic_levels (Finset.univ.erase i) e
    rw [Polynomial.mem_degreeLT, degree_eq_natDegree pi.ne_zero, di]
    exact_mod_cast Finset.card_erase_lt_of_mem (Finset.mem_univ i)
  · intro i _
    simp only [eval_sub, eval_prod, Polynomial.eval_finsetSum, eval_smul, eval_X, eval_C, smul_eq_mul]
    have h0 : ∏ j, (e i - e j) = 0 := Finset.prod_eq_zero (Finset.mem_univ i) (sub_self _)
    rw [h0, Finset.sum_eq_single i]
    · have hr : ∏ j ∈ Finset.univ.erase i, ((m j - e i) / (e j - e i) * (e i - e j)) =
          ∏ j ∈ Finset.univ.erase i, (e i - m j) := by
        refine Finset.prod_congr rfl (fun j hj => ?_)
        have hne : e j - e i ≠ 0 := sub_ne_zero.2 (he.ne (Finset.ne_of_mem_erase hj))
        rw [div_mul_eq_mul_div, div_eq_iff hne]
        ring
      rw [strength_factor, mul_assoc, ← Finset.prod_mul_distrib, hr,
        ← Finset.mul_prod_erase Finset.univ (fun j => e i - m j) (Finset.mem_univ i)]
      ring
    · intro a _ ha
      have hz : ∏ j ∈ Finset.univ.erase a, (e i - e j) = 0 :=
        Finset.prod_eq_zero (Finset.mem_erase.2 ⟨ha.symm, Finset.mem_univ i⟩) (sub_self _)
      rw [hz, mul_zero]
    · intro h
      exact absurd (Finset.mem_univ i) h
```

## The secular function and its zeros

Evaluate the identity at an energy $z$ different from all $e_i$ and divide by $\prod_j(z-e_j)$:

$$1-\sum_i\frac{s_i}{z-e_i}=\frac{\prod_j(z-m_j)}{\prod_j(z-e_j)}.$$

In the code, `hs` multiplies the sum by the common denominator, and `linear_combination` inserts the evaluated identity.

```lean
/-- Secular function of the designed projector: for distinct levels `e` and an energy `z` off these
levels, it is the product of the differences `z - mⱼ` divided by that of the `z - eⱼ`. -/
theorem secular_function {e : Fin n → ℝ} (he : Function.Injective e) (m : Fin n → ℝ)
    {z : ℝ} (hz : ∀ i, z ≠ e i) :
    1 - ∑ i, strength e m i / (z - e i) = (∏ j, (z - m j)) / ∏ j, (z - e j) := by
  have hp := congrArg (Polynomial.eval z) (level_polynomial_sub he m)
  simp only [eval_sub, eval_prod, Polynomial.eval_finsetSum, eval_smul, eval_X, eval_C,
    smul_eq_mul] at hp
  have hprod : ∏ j, (z - e j) ≠ 0 :=
    Finset.prod_ne_zero_iff.2 (fun j _ => sub_ne_zero.2 (hz j))
  have hs : (∑ i, strength e m i / (z - e i)) * ∏ j, (z - e j) =
      ∑ i, strength e m i * ∏ j ∈ Finset.univ.erase i, (z - e j) := by
    rw [Finset.sum_mul]
    refine Finset.sum_congr rfl (fun i _ => ?_)
    have hi : z - e i ≠ 0 := sub_ne_zero.2 (hz i)
    rw [← Finset.mul_prod_erase Finset.univ (fun j => z - e j) (Finset.mem_univ i)]
    field_simp
  rw [eq_div_iff hprod, sub_mul, one_mul, hs]
  linear_combination hp
```

Now let $g v_i^2=s_i$, and suppose that $m_k$ coincides with no reference level. The secular function vanishes at $z=m_k$. With $x_i=v_i/(m_k-e_i)$ this reads

$$g\sum_j v_jx_j=\sum_j\frac{s_j}{m_k-e_j}=1,$$

so $x$ cannot be zero. Moreover,

$$(Hx)_i=e_ix_i+v_i\,g\sum_j v_jx_j=e_ix_i+v_i=e_ix_i+(m_k-e_i)x_i=m_kx_i.$$

The theorem works with this unnormalised $x$; the normalised state is $x$ divided by $\bigl(\sum_i v_i^2/(m_k-e_i)^2\bigr)^{1/2}$. In the proof, `hs` is the first display and `hH` is the action of $H$ on a general vector.

```lean
/-- Let the levels `e` be distinct, `m k` differ from all of them, and `g vᵢ²` be the strengths.
Then the vector with components `vᵢ / (m k - eᵢ)` is a nonzero eigenstate of energy `m k`. -/
theorem eigenstate {g : ℝ} {e m v : Fin n → ℝ} (he : Function.Injective e)
    (hv : ∀ i, g * v i ^ 2 = strength e m i) (k : Fin n) (hk : ∀ i, m k ≠ e i) :
    (fun i => v i / (m k - e i)) ≠ 0 ∧
      hamiltonian g e v *ᵥ (fun i => v i / (m k - e i)) =
        m k • (fun i => v i / (m k - e i)) := by
  -- the secular function vanishes at the target energy
  have hs : g * ∑ j, v j * (v j / (m k - e j)) = 1 := by
    have h := secular_function he m hk
    have h0 : ∏ j, (m k - m j) = 0 := Finset.prod_eq_zero (Finset.mem_univ k) (sub_self _)
    rw [h0, zero_div] at h
    have h1 : g * ∑ j, v j * (v j / (m k - e j)) = ∑ j, strength e m j / (m k - e j) := by
      rw [Finset.mul_sum]
      refine Finset.sum_congr rfl (fun j _ => ?_)
      rw [← hv j]
      ring
    linarith
  constructor
  · intro h0
    have hx : ∀ j, v j / (m k - e j) = 0 := fun j => congrFun h0 j
    simp [hx] at hs
  · ext i
    have hH : ∀ x : Fin n → ℝ, (hamiltonian g e v *ᵥ x) i =
        e i * x i + v i * (g * ∑ j, v j * x j) := by
      intro x
      rw [hamiltonian, Matrix.add_mulVec, Pi.add_apply, Matrix.mulVec_diagonal]
      congr 1
      simp only [Matrix.mulVec, dotProduct, Matrix.smul_apply, Matrix.vecMulVec_apply,
        smul_eq_mul, Finset.mul_sum]
      exact Finset.sum_congr rfl (fun j _ => by ring)
    rw [hH, hs]
    simp only [Pi.smul_apply, smul_eq_mul]
    have hne : m k - e i ≠ 0 := sub_ne_zero.2 (hk i)
    have hd : v i = (m k - e i) * (v i / (m k - e i)) := by field_simp
    linear_combination hd
```

## From eigenstates to the whole spectrum

Each $m_k$ is an eigenvalue, so $\det(m_k-H)=0$. If the $m_k$ are distinct, the characteristic polynomial and $\prod_j(X-m_j)$ are monic of degree $n$ and agree at $n$ distinct energies. By the comparison lemma they are equal.

The hypotheses `he`, `hm` and `hme` say that the reference levels are nondegenerate, that the targets are nondegenerate, and that no target sits on a reference level. Interlacing is not assumed here, but `hv` requires a real $v$ that reproduces the strengths with one common $g$.

```lean
/-- If the levels `e` are distinct, the targets `m` are distinct and avoid `e`, and `g vᵢ²` are
the strengths, then the Hamiltonian has characteristic polynomial `∏ (X - mⱼ)`. -/
theorem charpoly_hamiltonian {g : ℝ} {e m v : Fin n → ℝ} (he : Function.Injective e)
    (hm : Function.Injective m) (hme : ∀ k i, m k ≠ e i)
    (hv : ∀ i, g * v i ^ 2 = strength e m i) :
    (hamiltonian g e v).charpoly = ∏ j, (X - C (m j)) := by
  obtain ⟨pm, dm⟩ := monic_levels Finset.univ m
  refine monic_eq_of_eval hm (Matrix.charpoly_monic _) pm
    (by rw [Matrix.charpoly_natDegree_eq_dim, Fintype.card_fin]) (by rw [dm]; simp) ?_
  intro k
  have h0 : ∏ j, (m k - m j) = 0 := Finset.prod_eq_zero (Finset.mem_univ k) (sub_self _)
  simp only [eval_prod, eval_sub, eval_X, eval_C]
  rw [h0, Matrix.eval_charpoly]
  -- the eigenstate lies in the kernel of `m k - H`
  obtain ⟨hx, hH⟩ := eigenstate he hv k (hme k)
  refine Matrix.exists_mulVec_eq_zero_iff.1 ⟨_, hx, ?_⟩
  rw [Matrix.sub_mulVec, hH, sub_eq_zero]
  ext i
  rw [Matrix.scalar_apply, Matrix.mulVec_diagonal, Pi.smul_apply, smul_eq_mul]
```

Interlacing supplies all three conditions: both families increase strictly, and each $b_k$ lies below every later $a_i$ and above $a_k$ and every earlier one.

```lean
/-- Interlaced levels are pairwise distinct, within each family and between the two. -/
theorem Interlaced.distinct {a b : Fin n → ℝ} (h : Interlaced a b) :
    Function.Injective a ∧ Function.Injective b ∧ ∀ k i, b k ≠ a i := by
  have ha : StrictMono a := fun i j hij => (h.1 i).trans (h.2 i j hij)
  have hb : StrictMono b := fun i j hij => (h.2 i j hij).trans (h.1 j)
  refine ⟨ha.injective, hb.injective, fun k i => ?_⟩
  rcases lt_or_ge k i with hki | hik
  · exact (h.2 k i hki).ne
  · exact ((ha.monotone hik).trans_lt (h.1 k)).ne'
```

## The repulsive projector

It remains to find the signs for $e_1<m_1<e_2<\cdots$. The factor $m_i-e_i$ is positive. For $j<i$, both $m_j$ and $e_j$ lie below $e_i$; for $j>i$, both lie above it. Every ratio is therefore positive, and so is $s_i$. The components $v_i=\pm\sqrt{s_i}$ are real, and `charpoly_hamiltonian` with $g=1$ gives the spectrum.

```lean
/-- Inverse design of a repulsive projector: if `e₁ < m₁ < e₂ < m₂ < ...`, all strengths are
positive, and every `v` with `vᵢ²` equal to them gives `diag(e) + v vᵀ` the characteristic
polynomial `∏ (X - mⱼ)`. -/
theorem inverse_design {e m : Fin n → ℝ} (h : Interlaced e m) :
    (∀ i, 0 < strength e m i) ∧
      ∀ v : Fin n → ℝ, (∀ i, v i ^ 2 = strength e m i) →
        (diagonal e + vecMulVec v v).charpoly = ∏ j, (X - C (m j)) := by
  obtain ⟨he, hm, hme⟩ := h.distinct
  constructor
  · intro i
    rw [strength_factor]
    refine mul_pos (sub_pos.2 (h.1 i)) (Finset.prod_pos (fun j hj => ?_))
    -- `m j` and `e j` lie on the same side of `e i`
    rcases lt_or_gt_of_ne (Finset.ne_of_mem_erase hj) with hji | hij
    · have h1 := h.2 j i hji
      have h2 := h.1 j
      exact div_pos_of_neg_of_neg (by linarith) (by linarith)
    · have h1 := h.2 i j hij
      have h2 := h.1 i
      have h3 := h.1 j
      exact div_pos (by linarith) (by linarith)
  · intro v hv
    have hH : diagonal e + vecMulVec v v = hamiltonian 1 e v := by
      rw [hamiltonian, one_smul]
    rw [hH]
    exact charpoly_hamiltonian he hm hme (fun i => by rw [one_mul, hv i])
```

To apply the formula within this model, one diagonalises the reference Hamiltonian of the channel, inserts $e$ and $m$ into the formula for $s_i$, and adds $|\beta\rangle\langle\beta|$ with $\beta(r)=\sum_i v_i\varphi_i(r)$. This combination of $n$ reference states is in general not confined to the core region. For $e=(0,2)$ and $m=(1,3)$, in any energy unit, $s_1=\tfrac{1\cdot3}{2}=\tfrac32$ and $s_2=\tfrac{(-1)\cdot1}{-2}=\tfrac12$. With positive roots,

$$H=\begin{pmatrix}3/2&\sqrt3/2\\ \sqrt3/2&5/2\end{pmatrix},$$

which has trace 4 and determinant 3, hence levels 1 and 3. The normalised lower state is $(\sqrt3/2,\,-1/2)$. In this two-level example, reversing the sign of one $v_i$ changes the shape of $\beta(r)$ but not the levels.

## The attractive projector

If the targets lie below their reference levels, $m_1<e_1<m_2<e_2<\cdots$, the factor $m_i-e_i$ is negative. The ratios stay positive, since $m_j$ and $e_j$ are again on the same side of $e_i$ for $j\neq i$. Hence every $s_i<0$. Choosing $v_i^2=|s_i|$ and $g=-1$ gives $g v_i^2=s_i$, and $\mathrm{diag}(e)-vv^{T}$ has the prescribed spectrum.

```lean
/-- Inverse design of an attractive projector: if `m₁ < e₁ < m₂ < e₂ < ...`, all strengths are
negative, and every `v` with `vᵢ²` equal to their absolute values gives `diag(e) - v vᵀ` the
characteristic polynomial `∏ (X - mⱼ)`. -/
theorem inverse_design_attractive {e m : Fin n → ℝ} (h : Interlaced m e) :
    (∀ i, strength e m i < 0) ∧
      ∀ v : Fin n → ℝ, (∀ i, v i ^ 2 = |strength e m i|) →
        (diagonal e - vecMulVec v v).charpoly = ∏ j, (X - C (m j)) := by
  obtain ⟨hm, he, hem⟩ := h.distinct
  have hneg : ∀ i, strength e m i < 0 := by
    intro i
    rw [strength_factor]
    refine mul_neg_of_neg_of_pos (sub_neg.2 (h.1 i)) (Finset.prod_pos (fun j hj => ?_))
    rcases lt_or_gt_of_ne (Finset.ne_of_mem_erase hj) with hji | hij
    · have h1 := h.2 j i hji
      have h2 := h.1 j
      have h3 := h.1 i
      exact div_pos_of_neg_of_neg (by linarith) (by linarith)
    · have h1 := h.2 i j hij
      have h2 := h.1 j
      exact div_pos (by linarith) (by linarith)
  refine ⟨hneg, fun v hv => ?_⟩
  have hH : diagonal e - vecMulVec v v = hamiltonian (-1) e v := by
    rw [hamiltonian, neg_smul, one_smul, ← sub_eq_add_neg]
  rw [hH]
  exact charpoly_hamiltonian he hm (fun k i => (hem i k).symm)
    (fun i => by rw [hv i, abs_of_neg (hneg i)]; ring)

end

end InverseProjectorDesign
```

```lean
#print axioms InverseProjectorDesign.eigenstate
#print axioms InverseProjectorDesign.inverse_design
#print axioms InverseProjectorDesign.inverse_design_attractive
```

```
'InverseProjectorDesign.eigenstate' depends on axioms: [propext, Classical.choice, Quot.sound]
'InverseProjectorDesign.inverse_design' depends on axioms: [propext, Classical.choice, Quot.sound]
'InverseProjectorDesign.inverse_design_attractive' depends on axioms: [propext, Classical.choice, Quot.sound]
```
